# In a classical lattice ground state at fixed electron number with repulsion $A/r$, an occupied and an empty site with levels within $\varepsilon$ of $\mu$ are at least $A/(2\varepsilon)$ apart

Q: Take two localised sites, 0 and 1, a distance $R$ apart, both with site energy zero, and one electron on site 0. Electrons at distance $r$ repel with energy $A/r$, where $A>0$. The level of site 0 is $0$. Site 1 is empty but feels the electron, so its level is $A/R$. Yet by symmetry, moving the electron across costs nothing. What has the level difference to do with hopping?

A: The level $A/R$ is the cost of putting a second electron on site 1 while the first stays where it is. In a hop the first one leaves, so its repulsion has to be taken off again: $A/R-0-A/R=0$. Now centre an energy window at $\mu=A/(2R)$. Both levels lie exactly $\varepsilon=A/(2R)$ from $\mu$, and $R=A/(2\varepsilon)$.

Q: In a disordered insulator, charge moves by hops among many such sites. I want to know how close an occupied and an empty state can be in space if both lie near the Fermi level. Does the two-site argument survive?

A: It does. Let $n_i\in\{0,1\}$ be the occupations, $\varphi_i$ the site energies and $V_{ij}=V_{ji}$ the interactions, with $V_{ii}=0$. The energy and the levels are
$$E(n)=\sum_i\varphi_i n_i+\tfrac12\sum_{i,j}V_{ij}n_in_j,\qquad e_i=\varphi_i+\sum_k V_{ik}n_k .$$
Go to another configuration $m=n+\delta$. In the product $m_im_j$ the two cross terms contribute equally, because $V$ is symmetric, so
$$E(m)-E(n)=\sum_i e_i\delta_i+\tfrac12\sum_{i,j}V_{ij}\delta_i\delta_j .$$
For a hop from occupied $i$ to empty $j$, $\delta_i=-1$, $\delta_j=1$ and all other changes vanish. The linear term is $e_j-e_i$. The quadratic one is $\tfrac12(V_{ii}+V_{jj}-V_{ij}-V_{ji})=-V_{ij}$. The cost is therefore $e_j-e_i-V_{ij}$.

The hop keeps the electron number, so in a ground state its cost is not negative, and $e_j-e_i\ge V_{ij}=A/r_{ij}$. If both levels lie within $\varepsilon$ of $\mu$, then $e_j\le\mu+\varepsilon$ and $e_i\ge\mu-\varepsilon$, hence
$$0<\frac{A}{r_{ij}}\le e_j-e_i\le 2\varepsilon .$$
So $\varepsilon>0$, and multiplying by $r_{ij}/(2\varepsilon)$ gives $r_{ij}\ge A/(2\varepsilon)$.

Q: I follow that. My doubt is whether the Lean version speaks about the same system. What are its sites and electrons?

A: The sites form an arbitrary finite type `ι`.

```lean
import Mathlib

open Finset

namespace CoulombGapHopping

noncomputable section

variable {ι : Type*} [Fintype ι]
```

A configuration is a real-valued function on the sites, and a separate condition restricts its values to 0 and 1.

```lean
/-- Every site is either empty (0) or singly occupied (1). -/
def IsOccupation (n : ι → ℝ) : Prop := ∀ i, n i = 0 ∨ n i = 1
```

Excluding double occupation stands for an on-site repulsion too strong to overcome; spin is absent. The energy and the levels are the formulas above. The factor `1 / 2` compensates for the double sum visiting each pair twice.

```lean
/-- Energy of a configuration: site energies `φ` plus pair interactions `V`, each pair
counted once. -/
def energy (φ : ι → ℝ) (V : ι → ι → ℝ) (n : ι → ℝ) : ℝ :=
  ∑ i, φ i * n i + 1 / 2 * ∑ i, ∑ j, V i j * n i * n j

/-- Single-particle level of site `i`: its site energy plus the potential of the
electrons present. -/
def level (φ : ι → ℝ) (V : ι → ι → ℝ) (n : ι → ℝ) (i : ι) : ℝ :=
  φ i + ∑ k, V i k * n k
```

Q: "Ground state" could mean several things. Is the electron number free?

A: No. The competitors are all occupations with the same total number, however many electrons have to be moved to reach them.

```lean
/-- A configuration of least energy among all occupations with the same number of
electrons. -/
def IsGroundState (φ : ι → ℝ) (V : ι → ι → ℝ) (n : ι → ℝ) : Prop :=
  IsOccupation n ∧
    ∀ m, IsOccupation m → ∑ i, m i = ∑ i, n i → energy φ V n ≤ energy φ V m
```

Q: Then where does the expansion in $\delta$ appear?

A: Here, for any two real-valued configurations, with `m i - n i` in the role of $\delta_i$.

```lean
/-- For a symmetric interaction, the energy difference of two configurations is the
level-weighted change of occupation plus the interaction energy of the changes. -/
theorem energy_difference (φ : ι → ℝ) {V : ι → ι → ℝ} (hV : ∀ i j, V i j = V j i)
    (n m : ι → ℝ) :
    energy φ V m - energy φ V n = ∑ i, level φ V n i * (m i - n i)
      + 1 / 2 * ∑ i, ∑ j, V i j * (m i - n i) * (m j - n j) := by
  -- the two cross terms agree because V is symmetric
  have hx : ∑ i, ∑ j, V i j * n i * m j = ∑ i, ∑ j, V i j * m i * n j := by
    rw [Finset.sum_comm]
    refine Finset.sum_congr rfl fun i _ => Finset.sum_congr rfl fun j _ => ?_
    rw [hV j i]
    ring
  have hl : ∑ i, level φ V n i * (m i - n i) = ∑ i, φ i * m i - ∑ i, φ i * n i
      + ∑ i, ∑ j, V i j * m i * n j - ∑ i, ∑ j, V i j * n i * n j := by
    simp only [← Finset.sum_add_distrib, ← Finset.sum_sub_distrib]
    refine Finset.sum_congr rfl fun i _ => ?_
    have h (c : ℝ) : ∑ j, V i j * c * n j = c * ∑ j, V i j * n j := by
      rw [Finset.mul_sum]
      exact Finset.sum_congr rfl fun j _ => by ring
    rw [h, h, level]
    ring
  have hd : ∑ i, ∑ j, V i j * (m i - n i) * (m j - n j) =
      ∑ i, ∑ j, V i j * m i * m j - ∑ i, ∑ j, V i j * m i * n j
      - ∑ i, ∑ j, V i j * n i * m j + ∑ i, ∑ j, V i j * n i * n j := by
    simp only [← Finset.sum_add_distrib, ← Finset.sum_sub_distrib]
    exact Finset.sum_congr rfl fun i _ => Finset.sum_congr rfl fun j _ => by ring
  unfold energy
  linear_combination -hl - hd / 2 + hx / 2
```

In the proof, `hx` exchanges the two summations and uses symmetry to identify the cross terms. `hl` multiplies out the linear term, `hd` the quadratic one, and `linear_combination` adds them up.

Q: And the hop and the Coulomb repulsion?

A: `hop n i j` empties `i` and then fills `j`. `coulomb` is $A/r_{ij}$ between different sites and zero on the diagonal.

```lean
variable [DecidableEq ι]

/-- The configuration after a hop from `i` to `j`: site `i` is emptied, site `j` filled. -/
def hop (n : ι → ℝ) (i j : ι) : ι → ℝ :=
  Function.update (Function.update n i 0) j 1

/-- The interaction `A / r i j` between different sites, with no self-interaction; the
distances between different sites are meant to be nonzero. -/
def coulomb (A : ℝ) (r : ι → ι → ℝ) (i j : ι) : ℝ :=
  if i = j then 0 else A / r i j
```

The constant $A$ stands for $e^2/(4\pi\epsilon_0\kappa)$, with $e$ here the elementary charge and $\kappa$ the relative permittivity of the host material. The `ε` in the theorems is the half-width of the energy window, not a permittivity. The distances `r` need only be symmetric and positive between different sites, so sites in any dimension qualify.

Q: How does Lean evaluate the sums after a hop?

A: With one lemma for any site quantity $f$: the hop changes its total by $f_j-f_i$.

```lean
/-- A hop from an occupied site `i` to an empty site `j` changes the total of any
site quantity `f` carried by the electrons by `f j - f i`. -/
theorem sum_hop {n : ι → ℝ} {i j : ι} (hi : n i = 1) (hj : n j = 0) (f : ι → ℝ) :
    ∑ k, f k * (hop n i j k - n k) = f j - f i := by
  have hne : i ≠ j := by
    intro h
    rw [h, hj] at hi
    exact zero_ne_one hi
  have hk : ∀ k, hop n i j k - n k =
      (if k = j then (1 : ℝ) else 0) - (if k = i then (1 : ℝ) else 0) := by
    intro k
    by_cases hkj : k = j
    · simp [hop, hkj, hj, hne.symm]
    · by_cases hki : k = i
      · simp [hop, hki, hi, hne]
      · simp [hop, hkj, hki]
  simp only [hk, mul_sub, Finset.sum_sub_distrib]
  simp
```

Since one site is occupied and the other empty, they differ. The proof then checks the cases $k=j$, $k=i$ and all other $k$, and finds that the change of occupation is $+1$ at $j$, $-1$ at $i$ and zero elsewhere. With $f=1$ this yields conservation of the electron number.

```lean
/-- A hop from an occupied to an empty site gives again an occupation, with the same
number of electrons. -/
theorem hop_admissible {n : ι → ℝ} (hn : IsOccupation n) {i j : ι}
    (hi : n i = 1) (hj : n j = 0) :
    IsOccupation (hop n i j) ∧ ∑ k, hop n i j k = ∑ k, n k := by
  constructor
  · intro k
    simp only [hop, Function.update_apply]
    split_ifs
    · exact Or.inr rfl
    · exact Or.inl rfl
    · exact hn k
  · have h : ∑ k, (1 : ℝ) * (hop n i j k - n k) = 1 - 1 := sum_hop hi hj (fun _ => 1)
    simp only [one_mul, Finset.sum_sub_distrib] at h
    linarith
```

The hop energy uses the lemma three times: once for the levels, and once for each index of the double sum.

```lean
/-- For a symmetric interaction without self-interaction, a hop from an occupied site `i`
to an empty site `j` costs the level difference minus the pair interaction `V i j`. -/
theorem hop_energy (φ : ι → ℝ) {V : ι → ι → ℝ} (hV : ∀ i j, V i j = V j i)
    (hV0 : ∀ i, V i i = 0) {n : ι → ℝ} {i j : ι} (hi : n i = 1) (hj : n j = 0) :
    energy φ V (hop n i j) - energy φ V n = level φ V n j - level φ V n i - V i j := by
  -- carry out the double sum one index at a time
  have hd : ∑ k, ∑ l, V k l * (hop n i j k - n k) * (hop n i j l - n l) =
      ∑ k, (V k j - V k i) * (hop n i j k - n k) := by
    refine Finset.sum_congr rfl fun k _ => ?_
    have h : ∑ l, V k l * (hop n i j k - n k) * (hop n i j l - n l) =
        V k j * (hop n i j k - n k) - V k i * (hop n i j k - n k) :=
      sum_hop hi hj (fun l => V k l * (hop n i j k - n k))
    rw [h]
    ring
  have hs : ∑ k, (V k j - V k i) * (hop n i j k - n k) =
      (V j j - V j i) - (V i j - V i i) := sum_hop hi hj (fun k => V k j - V k i)
  rw [energy_difference φ hV, sum_hop hi hj, hd, hs, hV0, hV0, hV j i]
  ring
```

The double sum comes to $(V_{jj}-V_{ji})-(V_{ij}-V_{ii})=-2V_{ij}$, and the factor one half leaves $-V_{ij}$.

Q: So minimality enters only now?

A: Yes. The hopped configuration is an admissible competitor, so its energy is not lower, and `linarith` rearranges the inequality.

```lean
/-- In a ground state at fixed electron number, with a symmetric interaction without
self-interaction, an empty level exceeds an occupied one by at least their interaction. -/
theorem ground_state_gap {φ : ι → ℝ} {V : ι → ι → ℝ} (hV : ∀ i j, V i j = V j i)
    (hV0 : ∀ i, V i i = 0) {n : ι → ℝ} (hn : IsGroundState φ V n) {i j : ι}
    (hi : n i = 1) (hj : n j = 0) : V i j ≤ level φ V n j - level φ V n i := by
  obtain ⟨ho, hN⟩ := hop_admissible hn.1 hi hj
  have h1 := hn.2 _ ho hN
  have h2 := hop_energy φ hV hV0 hi hj
  linarith
```

For the Coulomb form, one checks that `coulomb` is symmetric with zero diagonal, and that it equals $A/r_{ij}$ because $i\ne j$.

```lean
/-- For the interaction `A / r` with symmetric distances, an empty level of a ground state
at fixed electron number lies at least `A / r i j` above an occupied one. -/
theorem coulomb_level_gap {φ : ι → ℝ} {A : ℝ} {r : ι → ι → ℝ}
    (hs : ∀ i j, r i j = r j i) {n : ι → ℝ} (hn : IsGroundState φ (coulomb A r) n)
    {i j : ι} (hi : n i = 1) (hj : n j = 0) :
    A / r i j ≤ level φ (coulomb A r) n j - level φ (coulomb A r) n i := by
  have hne : i ≠ j := by
    intro h
    rw [h, hj] at hi
    exact zero_ne_one hi
  have hV : ∀ k l, coulomb A r k l = coulomb A r l k := by
    intro k l
    simp only [coulomb, hs k l, eq_comm (a := k) (b := l)]
  have h := ground_state_gap hV (fun k => by simp [coulomb]) hn hi hj
  have hc : coulomb A r i j = A / r i j := by simp [coulomb, hne]
  rwa [hc] at h
```

Q: And the distance bound? I notice that $\mu$ has no definition.

A: It is any real number. The Fermi level is the physically interesting choice, but the bound holds for a window centred anywhere.

```lean
/-- Let the interaction be `A / r` with `A > 0` and symmetric, positive distances. If in a
ground state at fixed electron number an occupied and an empty level both lie within `ε`
of `μ`, then `ε > 0` and the two sites are at least `A / (2 ε)` apart. -/
theorem coulomb_gap_distance {φ : ι → ℝ} {A : ℝ} (hA : 0 < A) {r : ι → ι → ℝ}
    (hs : ∀ i j, r i j = r j i) (hr : ∀ i j, i ≠ j → 0 < r i j)
    {n : ι → ℝ} (hn : IsGroundState φ (coulomb A r) n) {i j : ι}
    (hi : n i = 1) (hj : n j = 0) {μ ε : ℝ}
    (hiε : |level φ (coulomb A r) n i - μ| ≤ ε)
    (hjε : |level φ (coulomb A r) n j - μ| ≤ ε) :
    0 < ε ∧ A / (2 * ε) ≤ r i j := by
  have hne : i ≠ j := by
    intro h
    rw [h, hj] at hi
    exact zero_ne_one hi
  have hrij := hr i j hne
  have hpos : 0 < A / r i j := div_pos hA hrij
  have hgap := coulomb_level_gap hs hn hi hj
  -- two levels in the window differ by at most 2ε
  have hw : A / r i j ≤ 2 * ε := by
    linarith [(abs_le.mp hiε).1, (abs_le.mp hjε).2]
  have hε : 0 < ε := by linarith
  refine ⟨hε, ?_⟩
  rw [div_le_iff₀ hrij] at hw
  rw [div_le_iff₀ (by linarith : 0 < 2 * ε)]
  linarith
```

The step `hw` is the window estimate $A/r_{ij}\le2\varepsilon$. The positivity of $\varepsilon$ is a conclusion and not an assumption. The two uses of `div_le_iff₀` clear the denominators.

Q: Is this the Coulomb gap, then, with a density of states that vanishes at the Fermi level?

A: It is the pair constraint from which the usual argument for that gap starts. The density of states concerns many sites in a large sample, and estimating it takes a further argument about how densely sites can be packed under the constraint. What is proved about a gap is for a finite sample in its ground state at fixed electron number: if no two sites are further apart than $L$, every empty level lies at least $A/L$ above every occupied one.

```lean
/-- If `A > 0` and the distances are symmetric, positive and at most `L`, every empty level
of a ground state at fixed electron number lies at least `A / L` above every occupied one. -/
theorem finite_sample_gap {φ : ι → ℝ} {A L : ℝ} (hA : 0 < A) {r : ι → ι → ℝ}
    (hs : ∀ i j, r i j = r j i) (hr : ∀ i j, i ≠ j → 0 < r i j ∧ r i j ≤ L)
    {n : ι → ℝ} (hn : IsGroundState φ (coulomb A r) n) {i j : ι}
    (hi : n i = 1) (hj : n j = 0) :
    level φ (coulomb A r) n i + A / L ≤ level φ (coulomb A r) n j := by
  have hne : i ≠ j := by
    intro h
    rw [h, hj] at hi
    exact zero_ne_one hi
  obtain ⟨h0, hL⟩ := hr i j hne
  have h1 : A / L ≤ A / r i j := div_le_div_of_nonneg_left hA.le h0 hL
  linarith [coulomb_level_gap hs hn hi hj]
```

This follows from the previous level gap, since $A/L\le A/r_{ij}$. The lower bound $A/L$ shrinks to zero as the sample grows.

Q: Could a cleverer proof improve the factor one half in $A/(2\varepsilon)$?

A: No, and the two-site case we began with shows it. For every $A,R>0$ it is a ground state that attains equality.

```lean
/-- Two sites of zero site energy at distance `R > 0`, with one electron, placed on site 0, and
`A > 0`: this is a ground state, both levels lie exactly `ε = A / (2 R)` from `μ = A / (2 R)`, and
the distance equals `A / (2 ε)`. -/
theorem two_site_sharp {A R : ℝ} (hA : 0 < A) (hR : 0 < R) :
    IsGroundState (fun _ : Fin 2 => 0) (coulomb A fun _ _ => R) ![1, 0] ∧
    |level (fun _ : Fin 2 => 0) (coulomb A fun _ _ => R) ![1, 0] 0 - A / (2 * R)|
      = A / (2 * R) ∧
    |level (fun _ : Fin 2 => 0) (coulomb A fun _ _ => R) ![1, 0] 1 - A / (2 * R)|
      = A / (2 * R) ∧
    R = A / (2 * (A / (2 * R))) := by
  have hp : 0 < A / (2 * R) := by positivity
  have l0 : level (fun _ : Fin 2 => 0) (coulomb A fun _ _ => R) ![1, 0] 0 = 0 := by
    simp [level, coulomb, Fin.sum_univ_two]
  have l1 : level (fun _ : Fin 2 => 0) (coulomb A fun _ _ => R) ![1, 0] 1 = A / R := by
    simp [level, coulomb, Fin.sum_univ_two]
  have h2 : A / R - A / (2 * R) = A / (2 * R) := by
    have h : A / R = 2 * (A / (2 * R)) := by field_simp
    linarith
  refine ⟨⟨fun k => by fin_cases k <;> simp, fun m hm _ => ?_⟩, ?_, ?_, ?_⟩
  · -- the energy of one electron is zero, and no occupation has negative energy
    have e1 : energy (fun _ : Fin 2 => 0) (coulomb A fun _ _ => R) ![1, 0] = 0 := by
      simp [energy, coulomb, Fin.sum_univ_two]
    have e2 : energy (fun _ : Fin 2 => 0) (coulomb A fun _ _ => R) m
        = A / R * (m 0 * m 1) := by
      simp [energy, coulomb, Fin.sum_univ_two]
      ring
    have hm0 : ∀ k, 0 ≤ m k := fun k => by rcases hm k with h | h <;> simp [h]
    rw [e1, e2]
    exact mul_nonneg (div_pos hA hR).le (mul_nonneg (hm0 0) (hm0 1))
  · rw [l0, zero_sub, abs_neg, abs_of_pos hp]
  · rw [l1, h2, abs_of_pos hp]
  · field_simp

end

end CoulombGapHopping
```

Here `![1, 0]` puts the electron on site 0. The proof computes the levels $0$ and $A/R$. For minimality it notes that this state has energy zero, while any occupation $m$ has energy $(A/R)\,m_0m_1\ge0$.

```lean
#print axioms CoulombGapHopping.ground_state_gap
-- 'CoulombGapHopping.ground_state_gap' depends on axioms: [propext, Classical.choice, Quot.sound]
#print axioms CoulombGapHopping.coulomb_gap_distance
-- 'CoulombGapHopping.coulomb_gap_distance' depends on axioms: [propext, Classical.choice, Quot.sound]
#print axioms CoulombGapHopping.finite_sample_gap
-- 'CoulombGapHopping.finite_sample_gap' depends on axioms: [propext, Classical.choice, Quot.sound]
#print axioms CoulombGapHopping.two_site_sharp
-- 'CoulombGapHopping.two_site_sharp' depends on axioms: [propext, Classical.choice, Quot.sound]
```

Q: What still separates this from a real material?

A: Two assumptions: that its electrons have this classical energy and, for the bounds, that they are in the ground state. At nonzero temperature other configurations occur too, and in those the bounds can fail. Tunnelling between sites, which makes the hops happen in the first place, also mixes the configurations, and the model neglects that mixing.

Q: And where would I meet the hop energy in an actual calculation?

A: In Monte Carlo simulations of hopping transport, for a finite set of classical localised sites. One stores the levels $e_k$. Suppose that, in some energy unit, a proposed hop has $e_i=-0.10$, $e_j=0.15$ and $V_{ij}=0.30$. The level difference is $+0.25$, but the hop changes the energy by $0.25-0.30=-0.05$, so it is downhill. That takes three stored numbers and no new double sum. If the hop is accepted, each level is updated by $e_k\to e_k+V_{kj}-V_{ki}$. The starting configuration was not a ground state, since there the level difference would have been at least $0.30$.
